# Damping charged configurations with a Jastrow factor: charge transfer in a two-pair geminal state on two fragments

Two electron pairs are shared by two molecular fragments, and to ask how often both pairs sit on the same fragment we must first choose what a state is: here, a real amplitude for each set of filled pair orbitals. A pair orbital is a spatial orbital that is either empty or holds one spin-up and one spin-down electron, so configurations with broken pairs are absent from the model.

The question matters in electronic structure because a geminal power, which puts every pair into the same pair function, can give weight to configurations with too many electrons on one fragment even when the fragments are far apart. The problems below lead to a small case, with two pairs, four orbitals, two real coefficients and no Hamiltonian.

```lean
import Mathlib

open Filter Topology

namespace GeminalChargeTransfer

noncomputable section
```

In `PairState ι`, the type `ι` labels the orbitals and a `Finset ι` is a configuration \(S\).

```lean
/-- A state of electron pairs: a real amplitude for each finite set of occupied pair orbitals. -/
abbrev PairState (ι : Type*) := Finset ι → ℝ
```

The operator \(b_i\), called `create i` in the code, adds a pair to orbital \(i\). It is a creator, although it is written without a dagger. On amplitudes it reads

\[
(b_i\psi)(S)=\begin{cases}\psi(S\setminus\{i\}) & i\in S,\\ 0 & i\notin S.\end{cases}
\]

`Module.End` is the type of linear operators on states, and its product is composition.

```lean
variable {ι : Type*} [DecidableEq ι]

/-- The operator that puts a pair into orbital `i` and annihilates configurations in which
`i` is already filled. -/
def create (i : ι) : Module.End ℝ (PairState ι) where
  toFun ψ S := if i ∈ S then ψ (S.erase i) else 0
  map_add' ψ φ := by
    funext S
    by_cases h : i ∈ S <;> simp [h]
  map_smul' a ψ := by
    funext S
    by_cases h : i ∈ S <;> simp [h]
```

The vacuum \(|\mathrm{vac}\rangle\) has amplitude 1 on the empty configuration and 0 elsewhere.

```lean
/-- The state without pairs. -/
def vacuum : PairState ι := fun S => if S = ∅ then 1 else 0
```

## (a) The order of two pair creators

Show that pairs can be created in either order:

\[
b_ib_j=b_jb_i .
\]

For \(i=j\) there is nothing to show. For \(i\ne j\), both products give \(\psi(S\setminus\{i,j\})\) if \(S\) contains both orbitals, and 0 otherwise. No sign appears, because a pair consists of two fermions.

The Lean proof writes out both sides with `change`, exchanges the two removals, and goes through the cases of \(i\) and \(j\) lying in \(S\) or not.

```lean
/-- Pair creators commute. -/
theorem create_comm (i j : ι) : create i * create j = create j * create i := by
  by_cases hij : i = j
  · rw [hij]
  refine LinearMap.ext fun ψ => funext fun S => ?_
  change (if i ∈ S then (if j ∈ S.erase i then ψ ((S.erase i).erase j) else 0) else 0)
    = (if j ∈ S then (if i ∈ S.erase j then ψ ((S.erase j).erase i) else 0) else 0)
  rw [Finset.erase_right_comm]
  by_cases hi : i ∈ S <;> by_cases hj : j ∈ S <;> simp [hi, hj, hij, Ne.symm hij]
```

## (b) Two pairs in one orbital

Show that an orbital cannot be filled twice:

\[
b_i^2=0 .
\]

The first removal takes \(i\) out of \(S\). The second needs \(i\) to be still present, so the amplitude is 0 for every \(S\). Once the definition is unfolded, `simp` sees the same contradiction.

```lean
/-- No orbital accepts two pairs: each pair creator squares to zero. -/
theorem create_sq (i : ι) : create i * create i = 0 := by
  refine LinearMap.ext fun ψ => funext fun S => ?_
  change (if i ∈ S then (if i ∈ S.erase i then ψ ((S.erase i).erase i) else 0) else 0) = 0
  simp
```

## (c) The geminal creator on amplitudes

For finitely many orbitals with real coefficients \(c_i\), let \(P=\sum_i c_ib_i\).

```lean
variable [Fintype ι]

/-- The geminal creator, a linear combination of pair creators with coefficients `c`. -/
def geminal (c : ι → ℝ) : Module.End ℝ (PairState ι) := ∑ i, c i • create i
```

Show that \(P\) acts by removing each occupied orbital in turn:

\[
(P\psi)(S)=\sum_{i\in S}c_i\,\psi(S\setminus\{i\}).
\]

Insert the definition of \(b_i\) into the sum. Terms with \(i\notin S\) vanish, and the others are those shown. In Lean, `Finset.sum_ite_mem` performs this restriction of the sum.

```lean
/-- The geminal creator acts on amplitudes by removing each occupied orbital in turn. -/
theorem geminal_apply (c : ι → ℝ) (ψ : PairState ι) (S : Finset ι) :
    geminal c ψ S = ∑ i ∈ S, c i * ψ (S.erase i) := by
  simp [geminal, create, LinearMap.sum_apply, Finset.sum_apply, mul_ite, Finset.sum_ite_mem]
```

## (d) The amplitude of two filled orbitals

For \(i\neq j\), find the amplitude of \(\{i,j\}\) after two applications of \(P\):

\[
(P^2|\mathrm{vac}\rangle)(\{i,j\})=2c_ic_j .
\]

By (c), one application gives \((P|\mathrm{vac}\rangle)(\{i\})=c_i\). A second use of (c) gives

\[
c_i\,(P|\mathrm{vac}\rangle)(\{j\})+c_j\,(P|\mathrm{vac}\rangle)(\{i\})=c_ic_j+c_jc_i .
\]

The factor 2 counts the two orders of filling. In the code, `e1` and `e2` are the two removals from \(\{i,j\}\), and `ring` adds the equal terms.

```lean
/-- In the doubly applied geminal, two distinct orbitals `i` and `j` are filled with
amplitude `2 cᵢ cⱼ`. -/
theorem geminal_sq_pair (c : ι → ℝ) {i j : ι} (hij : i ≠ j) :
    (geminal c ^ 2) vacuum {i, j} = 2 * c i * c j := by
  have e1 : ({i, j} : Finset ι).erase i = {j} :=
    Finset.erase_insert (by simpa using hij)
  have e2 : ({i, j} : Finset ι).erase j = {i} := by
    rw [Finset.pair_comm]
    exact Finset.erase_insert (by simpa using hij.symm)
  rw [pow_two, Module.End.mul_apply, geminal_apply, Finset.sum_pair hij, e1, e2,
    geminal_apply, geminal_apply, Finset.sum_singleton, Finset.sum_singleton]
  simp only [vacuum, Finset.erase_singleton, if_true]
  ring
```

## (e) All other occupation numbers

Show that only configurations with two pairs occur:

\[
(P^2|\mathrm{vac}\rangle)(S)=0\quad\text{if } |S|\neq2 .
\]

Applying (c) twice gives

\[
\sum_{i\in S}c_i\sum_{j\in S\setminus\{i\}}c_j\,|\mathrm{vac}\rangle(S\setminus\{i,j\}).
\]

A term can be nonzero only if \(S\setminus\{i,j\}\) is empty, which means \(|S|=2\). The Lean proof counts elements after each removal, and `omega` derives the contradiction.

```lean
/-- The doubly applied geminal contains only configurations with exactly two pairs. -/
theorem geminal_sq_eq_zero (c : ι → ℝ) (S : Finset ι) (hS : S.card ≠ 2) :
    (geminal c ^ 2) vacuum S = 0 := by
  rw [pow_two, Module.End.mul_apply, geminal_apply]
  refine Finset.sum_eq_zero fun i hi => ?_
  rw [geminal_apply, Finset.sum_eq_zero, mul_zero]
  intro j hj
  have h1 := Finset.card_erase_add_one hi
  have h2 := Finset.card_erase_add_one hj
  have hne : (S.erase i).erase j ≠ ∅ := by
    intro he
    rw [he, Finset.card_empty] at h2
    omega
  simp [vacuum, hne]
```

## Two fragments and their Jastrow factor

The first fragment has orbitals 0 and 1, the second has orbitals 2 and 3. A configuration is `Charged` if the fragments hold different numbers of pairs. With two pairs in total, this means that both are on one fragment.

```lean
/-- The fragments `{0, 1}` and `{2, 3}` hold different numbers of pairs. -/
abbrev Charged (S : Finset (Fin 4)) : Prop := (S ∩ {0, 1}).card ≠ (S ∩ {2, 3}).card
```

The Jastrow factor multiplies charged amplitudes by a real number \(t\) and leaves the others unchanged. It damps when \(|t|<1\), but the definition admits every real \(t\).

```lean
/-- The Jastrow factor: amplitudes of charged configurations are multiplied by `t`. -/
def jastrow (t : ℝ) (ψ : PairState (Fin 4)) : PairState (Fin 4) :=
  fun S => (if Charged S then t else 1) * ψ S
```

The squared norm is the sum of squared amplitudes, which treats configurations as orthonormal.

```lean
/-- The squared norm of a pair state. -/
def normSq (ψ : PairState (Fin 4)) : ℝ := ∑ S, ψ S ^ 2
```

The charge-transfer weight is the charged part of this sum divided by the whole.

```lean
/-- The share of charged configurations in the squared norm, for a nonzero state. -/
def transferWeight (ψ : PairState (Fin 4)) : ℝ :=
  (∑ S, if Charged S then ψ S ^ 2 else 0) / normSq ψ
```

The trial state uses \(P=g\,b_0+u\,b_1+g\,b_2+u\,b_3\), with real \(g\) and \(u\), so the two fragments are equivalent.

```lean
/-- The two-pair geminal state with coefficients `g, u` on each fragment, multiplied by the Jastrow
factor with parameter `t`. -/
def trial (g u t : ℝ) : PairState (Fin 4) :=
  jastrow t ((geminal ![g, u, g, u] ^ 2) vacuum)
```

One step towards a real molecule remains an assumption: that filling a fragment's orbitals amounts to finding the electrons in that fragment's region of space, which is what a Jastrow factor depending on electron positions would register.

## (f) From sixteen configurations to six

Let \(f\) be a real function of the configurations of four orbitals that vanishes unless \(|S|=2\). Show that

\[
\sum_S f(S)=f(\{0,1\})+f(\{0,2\})+f(\{0,3\})+f(\{1,2\})+f(\{1,3\})+f(\{2,3\}).
\]

Four orbitals have \(2^4=16\) subsets, of which \(\binom42=6\) have two elements. The other ten contribute nothing. In Lean, `key` checks by enumeration that every subset outside the list has a size other than 2, and the sum over the list is then expanded term by term.

```lean
/-- A sum over configurations of four orbitals reduces to six terms if the summand vanishes
unless exactly two orbitals are filled. -/
theorem sum_two_pairs (f : Finset (Fin 4) → ℝ) (h : ∀ S, S.card ≠ 2 → f S = 0) :
    ∑ S, f S = f {0, 1} + f {0, 2} + f {0, 3} + f {1, 2} + f {1, 3} + f {2, 3} := by
  have key : ∀ S : Finset (Fin 4),
      S ∉ ({{0, 1}, {0, 2}, {0, 3}, {1, 2}, {1, 3}, {2, 3}} : Finset (Finset (Fin 4))) →
      S.card ≠ 2 := by decide +kernel
  rw [← Finset.sum_subset (Finset.subset_univ _) (fun S _ hS => h S (key S hS)),
    Finset.sum_insert (by decide), Finset.sum_insert (by decide),
    Finset.sum_insert (by decide), Finset.sum_insert (by decide),
    Finset.sum_insert (by decide), Finset.sum_singleton]
  ring
```

## (g) The norm and its charged part

Let \(N\) be the squared norm of the trial state and \(C\) its charged part. Show that

\[
N=4\left[2t^2g^2u^2+(g^2+u^2)^2\right],\qquad C=8t^2g^2u^2 .
\]

By (d), the amplitudes are \(2tgu\) on \(\{0,1\}\) and \(\{2,3\}\), \(2g^2\) on \(\{0,2\}\), \(2gu\) on \(\{0,3\}\) and \(\{1,2\}\), and \(2u^2\) on \(\{1,3\}\). Hence \(C=2(2tgu)^2=8t^2g^2u^2\), and

\[
N=C+4g^4+8g^2u^2+4u^4=C+4(g^2+u^2)^2 .
\]

These amplitudes are unnormalised. If \(g\) and \(u\) are not both zero, the normalised ones follow on division by \(\sqrt N\); each charged amplitude becomes \(tgu/\sqrt{2t^2g^2u^2+(g^2+u^2)^2}\).

In the code, `a01` to `a23` are the six amplitudes, `hz` is the vanishing from (e), and (f) reduces both sums.

```lean
/-- The squared norm of the trial state and the part of it that is carried by charged
configurations. -/
theorem trial_sums (g u t : ℝ) :
    normSq (trial g u t) = 4 * (2 * t ^ 2 * g ^ 2 * u ^ 2 + (g ^ 2 + u ^ 2) ^ 2) ∧
    (∑ S, if Charged S then trial g u t S ^ 2 else 0) = 4 * (2 * t ^ 2 * g ^ 2 * u ^ 2) := by
  have hz : ∀ S : Finset (Fin 4), S.card ≠ 2 → trial g u t S = 0 := fun S hS => by
    rw [trial, jastrow, geminal_sq_eq_zero _ S hS, mul_zero]
  -- the six amplitudes; the first two, on the charged configurations, carry the factor t
  have a01 : trial g u t {0, 1} = t * (2 * g * u) := by
    rw [trial, jastrow, geminal_sq_pair _ (by decide), if_pos (by decide)]; rfl
  have a23 : trial g u t {2, 3} = t * (2 * g * u) := by
    rw [trial, jastrow, geminal_sq_pair _ (by decide), if_pos (by decide)]; rfl
  have a02 : trial g u t {0, 2} = 2 * g * g := by
    rw [trial, jastrow, geminal_sq_pair _ (by decide), if_neg (by decide), one_mul]; rfl
  have a03 : trial g u t {0, 3} = 2 * g * u := by
    rw [trial, jastrow, geminal_sq_pair _ (by decide), if_neg (by decide), one_mul]; rfl
  have a12 : trial g u t {1, 2} = 2 * u * g := by
    rw [trial, jastrow, geminal_sq_pair _ (by decide), if_neg (by decide), one_mul]; rfl
  have a13 : trial g u t {1, 3} = 2 * u * u := by
    rw [trial, jastrow, geminal_sq_pair _ (by decide), if_neg (by decide), one_mul]; rfl
  constructor
  · rw [normSq, sum_two_pairs (fun S => trial g u t S ^ 2) (fun S hS => by simp [hz S hS]),
      a01, a02, a03, a12, a13, a23]
    ring
  · rw [sum_two_pairs (fun S => if Charged S then trial g u t S ^ 2 else 0)
        (fun S hS => by simp [hz S hS]),
      if_pos (show Charged {0, 1} by decide), if_neg (show ¬ Charged {0, 2} by decide),
      if_neg (show ¬ Charged {0, 3} by decide), if_neg (show ¬ Charged {1, 2} by decide),
      if_neg (show ¬ Charged {1, 3} by decide), if_pos (show Charged {2, 3} by decide),
      a01, a23]
    ring
```

In a variational Monte Carlo run over occupation numbers, these amplitudes enter through ratios. For \(g\neq0\) and a symmetric proposal, the Metropolis rule accepts a move from \(\{0,2\}\) to \(\{0,1\}\) with probability \(\min(1,t^2u^2/g^2)\). A factor \(\exp[-\lambda(n_A-n_B)^2/4]\), where \(n_A\) and \(n_B\) are the pair numbers on the fragments and \(\lambda\) is a real parameter, corresponds to \(t=e^{-\lambda}\) for two pairs.

## (h) The weight and its limit

Let \(g\) and \(u\) be not both zero. Show that \(N>0\) for every \(t\), and that the charge-transfer weight \(W(t)=C/N\) satisfies

\[
W(t)=\frac{2t^2g^2u^2}{2t^2g^2u^2+(g^2+u^2)^2},\qquad \lim_{t\to0}W(t)=0 .
\]

Since \(g^2+u^2>0\), the bracket in \(N\) is positive. The factor 4 cancels in \(C/N\). As \(t\to0\), the numerator tends to 0 and the denominator to \((g^2+u^2)^2>0\).

The Lean proof follows the same order: `hD` is the positive denominator, `hw` the closed form, and `hc` its continuity in \(t\), from which the limit follows by evaluation at \(t=0\). If \(g=u=0\), the state is zero and \(N>0\) fails.

```lean
/-- If `g` and `u` are not both zero, the trial state is nonzero for every `t`, its charge-transfer
weight has the stated closed form, and this weight tends to zero with `t`. -/
theorem charge_transfer_weight (g u : ℝ) (h : g ≠ 0 ∨ u ≠ 0) :
    (∀ t, 0 < normSq (trial g u t) ∧ transferWeight (trial g u t) =
      2 * t ^ 2 * g ^ 2 * u ^ 2 / (2 * t ^ 2 * g ^ 2 * u ^ 2 + (g ^ 2 + u ^ 2) ^ 2)) ∧
    Tendsto (fun t => transferWeight (trial g u t)) (𝓝 0) (𝓝 0) := by
  have hs : 0 < g ^ 2 + u ^ 2 := by
    rcases h with h | h <;> positivity
  have hD : ∀ t : ℝ, 0 < 2 * t ^ 2 * g ^ 2 * u ^ 2 + (g ^ 2 + u ^ 2) ^ 2 :=
    fun t => by positivity
  have hw : ∀ t, transferWeight (trial g u t) =
      2 * t ^ 2 * g ^ 2 * u ^ 2 / (2 * t ^ 2 * g ^ 2 * u ^ 2 + (g ^ 2 + u ^ 2) ^ 2) := by
    intro t
    rw [transferWeight, (trial_sums g u t).1, (trial_sums g u t).2,
      mul_div_mul_left _ _ (by norm_num : (4 : ℝ) ≠ 0)]
  refine ⟨fun t => ⟨?_, hw t⟩, ?_⟩
  · rw [(trial_sums g u t).1]
    exact mul_pos (by norm_num) (hD t)
  · -- the closed form is continuous in t and vanishes at t = 0
    have hc : Continuous (fun t : ℝ => 2 * t ^ 2 * g ^ 2 * u ^ 2 /
        (2 * t ^ 2 * g ^ 2 * u ^ 2 + (g ^ 2 + u ^ 2) ^ 2)) :=
      Continuous.div (by fun_prop) (by fun_prop) (fun t => (hD t).ne')
    exact (hc.tendsto' 0 0 (by simp)).congr (fun t => (hw t).symm)
```

## (i) The largest weight at fixed damping

Let \(g\), \(u\) and \(t\) be nonzero. Show that

\[
0<W(t)\le\frac{t^2}{t^2+2},
\]

with equality on the right exactly when \(g^2=u^2\).

Numerator and denominator of \(W\) are positive, which gives the lower bound. Multiplying out the upper bound and cancelling \(2t^4g^2u^2\) leaves

\[
4t^2g^2u^2\le t^2(g^2+u^2)^2\quad\Longleftrightarrow\quad 0\le t^2(g^2-u^2)^2 .
\]

This always holds, and since \(t\neq0\), equality means \(g^2=u^2\).

In Lean, `div_le_div_iff₀` multiplies out and `nlinarith` receives the last square as a hint. For equality, `linear_combination` produces the same square, and the factor \(t^2\) is cancelled.

Two small cases show what the hypotheses do. For \(g=1\), \(u=0\), \(t=1\) the weight is 0, so strict positivity fails. For \(g=1\), \(u=2\), \(t=0\) the weight and the upper bound are both 0 although \(g^2\neq u^2\), so the equality criterion fails.

```lean
/-- For nonzero `g`, `u` and `t` the charge-transfer weight is positive and at most
`t² / (t² + 2)`, with equality exactly when `g² = u²`. -/
theorem transferWeight_bound {g u t : ℝ} (hg : g ≠ 0) (hu : u ≠ 0) (ht : t ≠ 0) :
    0 < transferWeight (trial g u t) ∧
    transferWeight (trial g u t) ≤ t ^ 2 / (t ^ 2 + 2) ∧
    (transferWeight (trial g u t) = t ^ 2 / (t ^ 2 + 2) ↔ g ^ 2 = u ^ 2) := by
  rw [((charge_transfer_weight g u (Or.inl hg)).1 t).2]
  have hD : 0 < 2 * t ^ 2 * g ^ 2 * u ^ 2 + (g ^ 2 + u ^ 2) ^ 2 := by positivity
  have hT : 0 < t ^ 2 + 2 := by positivity
  refine ⟨by positivity, ?_, ?_⟩
  · rw [div_le_div_iff₀ hD hT]
    nlinarith [mul_nonneg (sq_nonneg t) (sq_nonneg (g ^ 2 - u ^ 2))]
  · rw [div_eq_div_iff hD.ne' hT.ne']
    constructor
    · intro h
      have k : t ^ 2 * (g ^ 2 - u ^ 2) ^ 2 = 0 := by linear_combination -h
      have k2 := (mul_eq_zero.mp k).resolve_left (pow_ne_zero 2 ht)
      exact sub_eq_zero.mp ((pow_eq_zero_iff two_ne_zero).mp k2)
    · intro h
      linear_combination (-t ^ 2 * (g ^ 2 - u ^ 2)) * h
```

## (j) The geminal without a Jastrow factor

For nonzero \(g\) and \(u\), show that the weight \(W_0\) of the bare state \(P^2|\mathrm{vac}\rangle\) satisfies

\[
0<W_0\le\tfrac13,\qquad W_0=\tfrac13\iff g^2=u^2 .
\]

At \(t=1\) the Jastrow factor changes nothing, so \(W_0=W(1)\), and the bound in (i) becomes \(1/(1+2)\). When \(g^2=u^2\), all six configurations have equal probability and two of them are charged, which gives the value \(1/3\) directly.

The code proves the identity of the two states as `e` and substitutes it into the result of (i).

```lean
/-- Without a Jastrow factor and for nonzero `g` and `u`, the charge-transfer weight lies in
`(0, 1/3]` and equals `1/3` exactly when `g² = u²`. -/
theorem undamped_transferWeight {g u : ℝ} (hg : g ≠ 0) (hu : u ≠ 0) :
    0 < transferWeight ((geminal ![g, u, g, u] ^ 2) vacuum) ∧
    transferWeight ((geminal ![g, u, g, u] ^ 2) vacuum) ≤ 1 / 3 ∧
    (transferWeight ((geminal ![g, u, g, u] ^ 2) vacuum) = 1 / 3 ↔ g ^ 2 = u ^ 2) := by
  have e : trial g u 1 = (geminal ![g, u, g, u] ^ 2) vacuum := by
    funext S
    rw [trial, jastrow, ite_self, one_mul]
  have h := transferWeight_bound hg hu one_ne_zero
  rw [e, show (1 : ℝ) ^ 2 / (1 ^ 2 + 2) = 1 / 3 by norm_num] at h
  exact h

end

end GeminalChargeTransfer
```

```lean
#print axioms GeminalChargeTransfer.create_comm
#print axioms GeminalChargeTransfer.create_sq
#print axioms GeminalChargeTransfer.charge_transfer_weight
#print axioms GeminalChargeTransfer.undamped_transferWeight
```

```
'GeminalChargeTransfer.create_comm' depends on axioms: [propext, Classical.choice, Quot.sound]
'GeminalChargeTransfer.create_sq' depends on axioms: [propext, Classical.choice, Quot.sound]
'GeminalChargeTransfer.charge_transfer_weight' depends on axioms: [propext, Classical.choice, Quot.sound]
'GeminalChargeTransfer.undamped_transferWeight' depends on axioms: [propext, Classical.choice, Quot.sound]
```
